# Hermitian solutions of finite-basis TDHF with a bounded linear mean field separate at most exponentially

Two time-dependent Hartree–Fock runs start from slightly different density matrices. How fast can they drift apart? Take a two-level system with $P=\tfrac12(1+\mathbf p\cdot\boldsymbol\sigma)$, $Q=\tfrac12(1+\mathbf q\cdot\boldsymbol\sigma)$ and the model mean field $G(X)=\tfrac L2\,\mathrm{tr}(\sigma_z X)\,\sigma_z$, without any other Hamiltonian. Each Bloch vector precesses about $z$, at a rate set by its own $z$-component:

$$\mathbf p'=Lp_z\,\hat z\times\mathbf p,\qquad \mathbf q'=Lq_z\,\hat z\times\mathbf q.$$

The difference $\mathbf d=\mathbf p-\mathbf q$ obeys

$$\mathbf d'=Lp_z\,\hat z\times\mathbf d+Ld_z\,\hat z\times\mathbf q .$$

The first term is perpendicular to $\mathbf d$ and leaves its length alone. Only the second, which comes from the difference of the two mean fields, can lengthen $\mathbf d$. For $|\mathbf q|\le1$ it does so at a rate of at most $L|\mathbf d|$, so the growth is at most $e^{Lt}$. This is an upper bound, not the actual behaviour of this model: $p_z$ and $q_z$ are conserved here, so $d_z$ is constant and $|\mathbf d|$ grows at most linearly in time.

The same mechanism works for Hermitian $n\times n$ matrices with a common one-body Hamiltonian, provided that $G$ is real-linear and $\|G(X)\|\le L\|X\|$ in operator norm.

## The equation of motion

```lean
import Mathlib

open Filter Topology
open scoped Matrix.Norms.L2Operator

namespace TDHFStability

noncomputable section

variable {A : Type*} [NormedRing A] [StarRing A] [CStarRing A] [NormedAlgebra ℂ A]
  [StarModule ℂ A]
```

`A` is a complex algebra with an adjoint and a norm satisfying $\|a^\dagger a\|=\|a\|^2$. The case needed at the end is that of complex matrices with the operator norm, which the second `open` line selects.

```lean
/-- The right-hand side `-i[H, X]` of the von Neumann equation. -/
def vonNeumann (H X : A) : A := -(Complex.I • (H * X - X * H))
```

This is $-i[H,X]$, with $\hbar=1$.

```lean
/-- `P` solves the mean-field equation `P' = -i[h(t) + G(P), P]` at all times, with one-body
Hamiltonian `h(t)` and mean field `G`. -/
def IsMeanFieldSolution (h : ℝ → selfAdjoint A) (G : selfAdjoint A → selfAdjoint A)
    (P : ℝ → selfAdjoint A) : Prop :=
  ∀ t, HasDerivAt (fun s => (P s : A)) (vonNeumann ((h t : A) + G (P t)) (P t : A)) t
```

`selfAdjoint A` is the type of Hermitian elements, so `P` is a Hermitian-valued function of time. The definition says $P'=-i[h(t)+G(P),P]$ at every real $t$. Here $h(t)$ is the one-body Hamiltonian, possibly with a driving field, and $G$ is the Coulomb and exchange part of the Fock matrix. Solutions are assumed to exist.

```lean
omit [StarRing A] [CStarRing A] [StarModule ℂ A] in
/-- The commutator term is bounded by twice the product of the norms. -/
theorem norm_vonNeumann_le (H X : A) : ‖vonNeumann H X‖ ≤ 2 * (‖H‖ * ‖X‖) := by
  rw [vonNeumann, norm_neg, norm_smul, Complex.norm_I, one_mul]
  linarith [norm_sub_le (H * X) (X * H), norm_mul_le H X, norm_mul_le X H]
```

The triangle inequality gives $\|-i[H,X]\|\le2\|H\|\|X\|$.

```lean
omit [StarRing A] [CStarRing A] [StarModule ℂ A] in
/-- Subtracting a multiple of the identity from `X` does not change `-i[H, X]`. -/
theorem vonNeumann_sub_scalar (H X : A) (c : ℂ) :
    vonNeumann H (X - c • (1 : A)) = vonNeumann H X := by
  have e : H * (X - c • (1 : A)) - (X - c • (1 : A)) * H = H * X - X * H := by
    rw [mul_sub, sub_mul, mul_smul_comm, smul_mul_assoc, mul_one, one_mul]
    abel
  rw [vonNeumann, e, vonNeumann]
```

The identity commutes with everything, so $[H,X-c\,1]=[H,X]$ for any number $c$.

## Commutators do not stretch

```lean
/-- For Hermitian `H` and real `s`, the squared norm of the Euler step `1 - isH` is at most
`1 + s²‖H‖²`. -/
theorem norm_euler_step_sq_le {H : A} (hH : IsSelfAdjoint H) (s : ℝ) :
    ‖1 - s • (Complex.I • H)‖ ^ 2 ≤ 1 + s ^ 2 * ‖H‖ ^ 2 := by
  have h1 : ‖(1 : A)‖ ≤ 1 := by
    rcases subsingleton_or_nontrivial A with hA | hA
    · rw [Subsingleton.elim (1 : A) 0, norm_zero]
      norm_num
    · exact CStarRing.norm_one.le
  have hs : star (Complex.I • H) = -(Complex.I • H) := by
    rw [star_smul, hH.star_eq, Complex.star_def, Complex.conj_I, neg_smul]
  have hB : (Complex.I • H) * (Complex.I • H) = -(H * H) := by
    rw [smul_mul_assoc, mul_smul_comm, smul_smul, Complex.I_mul_I, neg_one_smul]
  generalize Complex.I • H = B at hs hB ⊢
  -- the first-order terms cancel in the product with the adjoint
  have e : star (1 - s • B) * (1 - s • B) = 1 + (s ^ 2) • (H * H) := by
    rw [star_sub, star_one, star_smul, hs, star_trivial]
    simp only [sub_mul, mul_sub, one_mul, mul_one, smul_mul_assoc, mul_smul_comm, neg_mul, hB]
    module
  rw [pow_two ‖1 - s • B‖, ← CStarRing.norm_star_mul_self, e]
  have h2 : ‖(s ^ 2) • (H * H)‖ ≤ s ^ 2 * ‖H‖ ^ 2 := by
    rw [norm_smul, Real.norm_of_nonneg (sq_nonneg s), pow_two ‖H‖]
    exact mul_le_mul_of_nonneg_left (norm_mul_le H H) (sq_nonneg s)
  linarith [norm_add_le (1 : A) ((s ^ 2) • (H * H))]
```

Put $B=iH$, so that $B^\dagger=-B$ and $B^2=-H^2$. Then

$$(1-sB)^\dagger(1-sB)=(1+sB)(1-sB)=1+s^2H^2 .$$

Taking norms gives $\|1-isH\|^2\le1+s^2\|H\|^2$. In Lean, `e` is this product, and `CStarRing.norm_star_mul_self` turns its norm into a square.

```lean
/-- If `D' = -i[H, D] + R` at time `x` with `H` Hermitian, the norm of `D` grows there at a rate no
larger than `‖R‖`: for any `r > ‖R‖`, there are times `z > x` arbitrarily close to `x` at which the
difference quotient of the norm between `x` and `z` is below `r`. -/
theorem frequently_slope_norm_lt {H R : A} {D : ℝ → A} {x r : ℝ} (hH : IsSelfAdjoint H)
    (hD : HasDerivAt D (vonNeumann H (D x) + R) x) (hr : ‖R‖ < r) :
    ∃ᶠ z in 𝓝[>] x, (z - x)⁻¹ * (‖D z‖ - ‖D x‖) < r := by
  -- compare `D` with a nearly unitary conjugation of `D x`
  obtain ⟨E, hEdef⟩ : ∃ E : ℝ → A, ∀ z, E z =
      (1 - (z - x) • (Complex.I • H)) * D x * (1 + (z - x) • (Complex.I • H)) :=
    ⟨_, fun _ => rfl⟩
  have hs : HasDerivAt (fun z : ℝ => (z - x) • (Complex.I • H)) (Complex.I • H) x := by
    have h := ((hasDerivAt_id' x).sub_const x).smul_const (Complex.I • H)
    rwa [one_smul] at h
  have hE : HasDerivAt E (vonNeumann H (D x)) x := by
    rw [funext hEdef]
    refine (((hs.const_sub 1).mul_const (D x)).fun_mul (hs.const_add 1)).congr_deriv ?_
    simp only [vonNeumann, sub_self, zero_smul, add_zero, sub_zero, one_mul, mul_one, neg_mul,
      smul_mul_assoc, mul_smul_comm, smul_sub]
    abel
  have hEx : E x = D x := by
    rw [hEdef, sub_self, zero_smul, sub_zero, add_zero, one_mul, mul_one]
  have hdiff : HasDerivAt (fun z => D z - E z) R x :=
    (hD.fun_sub hE).congr_deriv (add_sub_cancel_left _ _)
  have freq : ∃ᶠ z in 𝓝[>] x,
      (z - x)⁻¹ * (‖D z - E z‖ - ‖D x - E x‖) < (‖R‖ + r) / 2 :=
    (hdiff.hasDerivWithinAt (s := Set.Ici x)).liminf_right_slope_norm_le (by linarith)
  have hcont : ContinuousAt (fun z : ℝ => (z - x) * (‖H‖ ^ 2 * ‖D x‖)) x := by fun_prop
  have small : ∀ᶠ z in 𝓝 x, (z - x) * (‖H‖ ^ 2 * ‖D x‖) < (r - ‖R‖) / 2 :=
    hcont.eventually_lt continuousAt_const (by simp only [sub_self, zero_mul]; linarith)
  refine (freq.and_eventually
    ((small.filter_mono nhdsWithin_le_nhds).and self_mem_nhdsWithin)).mono ?_
  rintro z ⟨h1, h2, hz⟩
  have hz' : 0 < z - x := sub_pos.mpr hz
  rw [hEx, sub_self, norm_zero, sub_zero, inv_mul_lt_iff₀ hz'] at h1
  rw [inv_mul_lt_iff₀ hz']
  have hEb : ‖E z‖ ≤ (1 + (z - x) ^ 2 * ‖H‖ ^ 2) * ‖D x‖ := by
    have ha := norm_euler_step_sq_le hH (z - x)
    have hb := norm_euler_step_sq_le hH (-(z - x))
    rw [neg_smul, sub_neg_eq_add, neg_sq] at hb
    rw [hEdef]
    generalize 1 - (z - x) • (Complex.I • H) = a at ha ⊢
    generalize 1 + (z - x) • (Complex.I • H) = b at hb ⊢
    have hab : ‖a‖ * ‖b‖ ≤ 1 + (z - x) ^ 2 * ‖H‖ ^ 2 := by
      nlinarith [sq_nonneg (‖a‖ - ‖b‖)]
    calc ‖a * D x * b‖ ≤ ‖a * D x‖ * ‖b‖ := norm_mul_le _ _
      _ ≤ ‖a‖ * ‖D x‖ * ‖b‖ := mul_le_mul_of_nonneg_right (norm_mul_le _ _) (norm_nonneg _)
      _ = ‖a‖ * ‖b‖ * ‖D x‖ := by ring
      _ ≤ _ := mul_le_mul_of_nonneg_right hab (norm_nonneg _)
  have tri := norm_add_le (D z - E z) (E z)
  rw [sub_add_cancel] at tri
  have h3 := mul_lt_mul_of_pos_left h2 hz'
  linarith
```

Let $D'=-i[H,D]+R$ at time $x$, and write $s=z-x>0$. Compare $D(z)$ with

$$E(z)=(1-isH)D(x)(1+isH)=D(x)-is[H,D(x)]+s^2HD(x)H .$$

To first order, $E$ contains the whole commutator term, so $D(z)-E(z)=sR+o(s)$. The previous bound, used for $s$ and $-s$, gives $\|E(z)\|\le(1+s^2\|H\|^2)\|D(x)\|$. Hence

$$\frac{\|D(z)\|-\|D(x)\|}{s}\le\|R\|+o(1)+s\|H\|^2\|D(x)\| .$$

A norm need not be differentiable, so the theorem speaks of difference quotients: `∃ᶠ z in 𝓝[>] x` means "for some $z>x$ arbitrarily close to $x$". The steps `freq` and `small` control the two error terms, each using half of the gap between $\|R\|$ and $r$.

```lean
/-- If `D' = -i[H(t), D] + R(t)` with `H(t)` Hermitian and `‖R‖ ≤ K‖D‖` for `t ≥ 0`, then
`‖D(t)‖ ≤ e^(Kt) ‖D(0)‖` for `t ≥ 0`. -/
theorem norm_le_exp_of_source {H D R : ℝ → A} {K t : ℝ} (hH : ∀ s, IsSelfAdjoint (H s))
    (hD : ∀ s, HasDerivAt D (vonNeumann (H s) (D s) + R s) s)
    (hR : ∀ s, 0 ≤ s → ‖R s‖ ≤ K * ‖D s‖) (ht : 0 ≤ t) :
    ‖D t‖ ≤ Real.exp (K * t) * ‖D 0‖ := by
  have hc : ContinuousOn (fun s => ‖D s‖) (Set.Icc 0 t) :=
    fun s _ => (hD s).continuousAt.norm.continuousWithinAt
  have key : ‖D t‖ ≤ gronwallBound ‖D 0‖ K 0 (t - 0) :=
    le_gronwallBound_of_liminf_deriv_right_le (f' := fun s => ‖R s‖) hc
      (fun s _ r hr => frequently_slope_norm_lt (hH s) (hD s) hr) le_rfl
      (fun s hs => (hR s hs.1).trans_eq (add_zero _).symm) t ⟨ht, le_rfl⟩
  rw [gronwallBound_ε0, sub_zero] at key
  linarith
```

If $\|R\|\le K\|D\|$, then $\|D\|$ grows at a rate of at most $K\|D\|$. So $e^{-Kt}\|D(t)\|$ has growth rate at most zero and cannot increase, which gives $\|D(t)\|\le e^{Kt}\|D(0)\|$. This is Grönwall's inequality, taken from Mathlib.

## Two solutions compared

```lean
/-- Along a mean-field solution the distance to a fixed multiple of the identity never exceeds
its initial value at times `t ≥ 0`. -/
theorem norm_sub_scalar_le {h : ℝ → selfAdjoint A} {G : selfAdjoint A → selfAdjoint A}
    {P : ℝ → selfAdjoint A} (hP : IsMeanFieldSolution h G P) (c : ℂ) {t : ℝ} (ht : 0 ≤ t) :
    ‖(P t : A) - c • (1 : A)‖ ≤ ‖(P 0 : A) - c • (1 : A)‖ := by
  have key := norm_le_exp_of_source (H := fun s => (h s : A) + G (P s))
    (D := fun s => (P s : A) - c • (1 : A)) (R := fun _ => 0) (K := 0)
    (fun s => IsSelfAdjoint.add (selfAdjoint.mem_iff.mp (h s).2)
      (selfAdjoint.mem_iff.mp (G (P s)).2))
    (fun s => ((hP s).sub_const (c • (1 : A))).congr_deriv
      (by rw [vonNeumann_sub_scalar, add_zero]))
    (fun s _ => by rw [norm_zero, zero_mul]) ht
  rwa [zero_mul, Real.exp_zero, one_mul] at key
```

Apply the last result to $P-c\,1$ with $R=0$ and $K=0$: the distance from $P(t)$ to $c\,1$ never exceeds its initial value.

```lean
/-- Stability of mean-field dynamics: if `G` is Lipschitz with constant `L` and `Q(0)` lies within
`r` of a multiple of the identity, two solutions separate at most like `e^(2Lrt)` for `t ≥ 0`. -/
theorem meanField_stability {h : ℝ → selfAdjoint A} {G : selfAdjoint A → selfAdjoint A}
    {P Q : ℝ → selfAdjoint A} {L r t : ℝ} {c : ℂ}
    (hG : ∀ X Y, ‖(G X : A) - G Y‖ ≤ L * ‖(X : A) - Y‖)
    (hP : IsMeanFieldSolution h G P) (hQ : IsMeanFieldSolution h G Q)
    (hQ0 : ‖(Q 0 : A) - c • (1 : A)‖ ≤ r) (ht : 0 ≤ t) :
    ‖(P t : A) - Q t‖ ≤ Real.exp (2 * L * r * t) * ‖(P 0 : A) - Q 0‖ := by
  refine norm_le_exp_of_source (H := fun s => (h s : A) + G (P s))
    (D := fun s => (P s : A) - Q s)
    (R := fun s => vonNeumann ((G (P s) : A) - G (Q s)) ((Q s : A) - c • (1 : A)))
    (fun s => IsSelfAdjoint.add (selfAdjoint.mem_iff.mp (h s).2)
      (selfAdjoint.mem_iff.mp (G (P s)).2))
    (fun s => ((hP s).fun_sub (hQ s)).congr_deriv ?_) (fun s hs => ?_) ht
  · -- a commutator acting on the difference, plus the change of the mean field
    rw [vonNeumann_sub_scalar]
    simp only [vonNeumann, mul_sub, sub_mul, mul_add, add_mul, smul_sub, smul_add]
    abel
  · have h1 := hG (P s) (Q s)
    have h2 := (norm_sub_scalar_le hQ c hs).trans hQ0
    have h3 := mul_le_mul h1 h2 (norm_nonneg _) ((norm_nonneg _).trans h1)
    have h4 := norm_vonNeumann_le ((G (P s) : A) - G (Q s)) ((Q s : A) - c • (1 : A))
    linarith
```

Let $D=P-Q$; in this text $D$ is a difference, not the density matrix that it often denotes in quantum chemistry. Inserting $P=D+Q$ into the first equation and subtracting the second gives

$$D'=-i[h+G(P),D]-i[G(P)-G(Q),Q] .$$

In the last commutator $Q$ may be replaced by $Q-c\,1$, whose norm stays at most $r$. The source therefore satisfies

$$\|R\|\le2\,\|G(P)-G(Q)\|\,\|Q-c\,1\|\le2Lr\|D\| ,$$

and Grönwall's inequality applies with $K=2Lr$. The two bullets in the proof are the equation for $D'$ and this estimate. `G` need only be Lipschitz here.

In the TDHF equation the Fock matrix $h(t)+G(P)$ depends on the current density. Two runs for the same system, with the same nuclear positions, basis and laser pulse, share $h(t)$, and their Fock matrices differ by exactly $G(P)-G(Q)$.

```lean
/-- A Hermitian idempotent lies within distance `1/2` of half the identity. -/
theorem norm_sub_half_le {q : A} (hq : IsSelfAdjoint q) (hqq : q * q = q) :
    ‖q - (1 / 2 : ℂ) • (1 : A)‖ ≤ 1 / 2 := by
  have h1 : ‖(1 : A)‖ ≤ 1 := by
    have h := norm_euler_step_sq_le (IsSelfAdjoint.zero A) 0
    rw [zero_smul, sub_zero, norm_zero] at h
    nlinarith [norm_nonneg (1 : A)]
  have hs : star (q - (1 / 2 : ℂ) • (1 : A)) = q - (1 / 2 : ℂ) • (1 : A) := by
    have hc : star (1 / 2 : ℂ) = 1 / 2 := by simp
    rw [star_sub, star_smul, star_one, hq.star_eq, hc]
  have e : (q - (1 / 2 : ℂ) • (1 : A)) * (q - (1 / 2 : ℂ) • (1 : A)) = (1 / 4 : ℂ) • (1 : A) := by
    simp only [sub_mul, mul_sub, smul_mul_assoc, mul_smul_comm, one_mul, mul_one, hqq]
    module
  have hn := CStarRing.norm_star_mul_self (x := q - (1 / 2 : ℂ) • (1 : A))
  have h4 : ‖(1 / 4 : ℂ)‖ = 1 / 4 := by norm_num
  rw [hs, e, norm_smul, h4] at hn
  nlinarith [norm_nonneg (q - (1 / 2 : ℂ) • (1 : A))]
```

For a Hermitian $q$ with $q^2=q$, one has $(q-\tfrac12)^2=q^2-q+\tfrac14=\tfrac14$, so $\|q-\tfrac12\|\le\tfrac12$.

## The Hartree–Fock bounds

```lean
variable {n : Type*} [Fintype n] [DecidableEq n]

/-- Time-dependent Hartree-Fock: for a real-linear mean field with `‖G(X)‖ ≤ L‖X‖` and
`‖Q(0)‖ ≤ 1` in operator norm, two Hermitian solutions separate at most like `e^(2Lt)` for
`t ≥ 0`. -/
theorem tdhf_stability {h : ℝ → selfAdjoint (Matrix n n ℂ)}
    {G : selfAdjoint (Matrix n n ℂ) →ₗ[ℝ] selfAdjoint (Matrix n n ℂ)}
    {P Q : ℝ → selfAdjoint (Matrix n n ℂ)} {L t : ℝ}
    (hG : ∀ X, ‖(G X : Matrix n n ℂ)‖ ≤ L * ‖(X : Matrix n n ℂ)‖)
    (hP : IsMeanFieldSolution h G P) (hQ : IsMeanFieldSolution h G Q)
    (hQ0 : ‖(Q 0 : Matrix n n ℂ)‖ ≤ 1) (ht : 0 ≤ t) :
    ‖(P t : Matrix n n ℂ) - Q t‖ ≤ Real.exp (2 * L * t) * ‖(P 0 : Matrix n n ℂ) - Q 0‖ := by
  have key := meanField_stability (L := L) (r := 1) (c := 0)
    (fun X Y => by have hXY := hG (X - Y); rw [map_sub] at hXY; exact hXY)
    hP hQ (by simpa using hQ0) ht
  rwa [mul_one] at key
```

Linearity gives $G(P)-G(Q)=G(P-Q)$, so `hG` supplies the Lipschitz bound. With $c=0$ and $r=1$,

$$\|P(t)-Q(t)\|\le e^{2Lt}\|P(0)-Q(0)\|,\qquad t\ge0 .$$

The constant $L$ measures how strongly the mean field responds to a change of density. Only $Q(0)$ needs norm at most 1, which holds for spin-orbital occupations between 0 and 1.

Closed-shell programs often store the spin-summed density, with occupations 0 and 2. Inserting it as $Q$ violates `hQ0`, so it must be halved first. If the program's map $F$ acts on the spin-summed density with $\|F(X)\|\le\ell\|X\|$, then $G(X)=F(2X)$, and the constant to use is $L=2\ell$, not $\ell$.

```lean
/-- Time-dependent Hartree-Fock from a Slater determinant: for a real-linear mean field with
`‖G(X)‖ ≤ L‖X‖` in operator norm and `Q(0)` idempotent, two Hermitian solutions separate at most
like `e^(Lt)` for `t ≥ 0`. -/
theorem tdhf_stability_slater {h : ℝ → selfAdjoint (Matrix n n ℂ)}
    {G : selfAdjoint (Matrix n n ℂ) →ₗ[ℝ] selfAdjoint (Matrix n n ℂ)}
    {P Q : ℝ → selfAdjoint (Matrix n n ℂ)} {L t : ℝ}
    (hG : ∀ X, ‖(G X : Matrix n n ℂ)‖ ≤ L * ‖(X : Matrix n n ℂ)‖)
    (hP : IsMeanFieldSolution h G P) (hQ : IsMeanFieldSolution h G Q)
    (hQ0 : (Q 0 : Matrix n n ℂ) * Q 0 = Q 0) (ht : 0 ≤ t) :
    ‖(P t : Matrix n n ℂ) - Q t‖ ≤ Real.exp (L * t) * ‖(P 0 : Matrix n n ℂ) - Q 0‖ := by
  have key := meanField_stability (L := L)
    (fun X Y => by have hXY := hG (X - Y); rw [map_sub] at hXY; exact hXY)
    hP hQ (norm_sub_half_le (selfAdjoint.mem_iff.mp (Q 0).2) hQ0) ht
  have e : 2 * L * (1 / 2) * t = L * t := by ring
  rwa [e] at key

end

end TDHFStability
```

A Slater determinant has an idempotent density matrix, so $c=r=\tfrac12$ is allowed and the rate drops to $L$, as for the Bloch vectors. Again only $Q(0)$ is restricted. Idempotency is not essential for this rate: whenever the occupations of $Q(0)$ lie between 0 and 1, $\|Q(0)-\tfrac12\|\le\tfrac12$ holds as well, and `meanField_stability` gives the same bound. The extra factor 2 in `tdhf_stability` comes from the choice $c=0$.

For real-time Hartree–Fock calculations in a finite orthonormal basis, this limits how far an error in the starting density can spread under the exact flow. With the illustrative values $L=0.5$ and $t=10$ in atomic units, an initial difference of $10^{-6}$ grows to at most about $1.5\times10^{-4}$. In molecules $L$ is usually larger: `hG` forces $L\ge\|G(P)\|$ for every density matrix $P$ of norm 1, and the Coulomb and exchange matrix of a many-electron molecule can reach many hartree. Two density matrices with occupations between 0 and 1 are never more than 1 apart, so the bound is informative only while its right-hand side is below 1. The passage from a molecule's full orbital space to a finite basis lies beyond the hypotheses, and $L$ may change as the basis grows.

```lean
#print axioms TDHFStability.tdhf_stability
#print axioms TDHFStability.tdhf_stability_slater
```

```
'TDHFStability.tdhf_stability' depends on axioms: [propext, Classical.choice, Quot.sound]
'TDHFStability.tdhf_stability_slater' depends on axioms: [propext, Classical.choice, Quot.sound]
```
